# In a two-band Kane model with equal kinetic terms, positive gap and nonzero coupling, $E_p m_r/E_g = 1/2$

If I enter the gap, the Kane energy and the reduced mass as three independent parameters of a two-band model, the bands I compute can have a different reduced mass from the one I entered. The matrix

$$\frac{k^2}{2}\,I+\begin{pmatrix}E_g & Pk\\ Pk & 0\end{pmatrix},\qquad \hbar=m_0=1,$$

contains only the gap $E_g>0$ and a real coupling $P\neq0$. Its level splitting should be $\sqrt{E_g^2+4P^2k^2}$, with curvature $1/m_r=4P^2/E_g$ at $k=0$. With $E_p=2P^2$, that would force $E_pm_r/E_g=1/2$ for every material the model describes. Can this be proved in Lean, starting from the eigenvalue problem and using the actual second derivative? And what happens when remote bands change the two kinetic terms?

## Equal kinetic terms cancel in the splitting

Yes. To cover remote bands as well, give the two diagonal entries the kinetic terms $ak^2/2$ and $bk^2/2$; your matrix has $a=b=1$. A level $E$ satisfies

$$\left(E_g+\tfrac{a k^2}{2}-E\right)\left(\tfrac{b k^2}{2}-E\right)-P^2k^2=0,$$

so the two bands are

$$E_\pm=\tfrac12\left[E_g+\tfrac{(a+b)k^2}{2}\pm\sqrt{D(k)}\right],\qquad D(k)=\left(E_g+\tfrac{(a-b)k^2}{2}\right)^2+4P^2k^2 .$$

The splitting is $S=E_+-E_-=\sqrt{D}$. For $a=b$ it is $\sqrt{E_g^2+4P^2k^2}$. In general,

$$D(k)=E_g^2+\left[E_g(a-b)+4P^2\right]k^2+\tfrac{(a-b)^2}{4}k^4 .$$

Near $k=0$, where $D>0$, differentiating twice gives

$$S'=\frac{D'}{2\sqrt D},\qquad S''=\frac{D''}{2\sqrt D}-\frac{(D')^2}{4D^{3/2}} .$$

At the origin $D'=0$, $\sqrt D=E_g$ and $D''=2[E_g(a-b)+4P^2]$. Hence

$$\frac1{m_r}=S''(0)=a-b+\frac{4P^2}{E_g}.$$

For $a=b$ this gives $m_r=E_g/(4P^2)$, and therefore $E_pm_r/E_g=2P^2/(4P^2)=1/2$. For unequal terms with nonzero curvature, multiplying the last equation by $m_r/2$ gives

$$\frac{E_pm_r}{E_g}=\frac12-\frac{m_r(a-b)}2 .$$

Since $m_r\neq0$, the value $1/2$ occurs exactly when $a=b$.

```lean
import Mathlib

open Matrix Filter Topology

namespace KaneReducedMass

noncomputable section

/-- Two-band Kane Hamiltonian at wave number `k` (units ħ = m₀ = 1): gap `Eg`, interband
coupling `P`, and diagonal kinetic terms `a k²/2` and `b k²/2`. -/
def kane (Eg P a b k : ℝ) : Matrix (Fin 2) (Fin 2) ℝ :=
  !![Eg + a * k ^ 2 / 2, P * k; P * k, b * k ^ 2 / 2]

/-- `E` is an energy level of `H` if it has a nonzero eigenvector. -/
def IsLevel (H : Matrix (Fin 2) (Fin 2) ℝ) (E : ℝ) : Prop :=
  ∃ v : Fin 2 → ℝ, v ≠ 0 ∧ H *ᵥ v = E • v

/-- The quantity under the square root in the band energies. -/
def disc (Eg P a b k : ℝ) : ℝ :=
  (Eg + (a - b) * k ^ 2 / 2) ^ 2 + 4 * P ^ 2 * k ^ 2

/-- Energy of the upper band. -/
def upper (Eg P a b k : ℝ) : ℝ :=
  (Eg + (a + b) * k ^ 2 / 2 + √(disc Eg P a b k)) / 2

/-- Energy of the lower band. -/
def lower (Eg P a b k : ℝ) : ℝ :=
  (Eg + (a + b) * k ^ 2 / 2 - √(disc Eg P a b k)) / 2

/-- Vertical energy difference between the two bands. -/
def splitting (Eg P a b k : ℝ) : ℝ := upper Eg P a b k - lower Eg P a b k

/-- Reduced mass: the inverse of the second derivative of the splitting at `k = 0`. -/
def reducedMass (Eg P a b : ℝ) : ℝ := (deriv (deriv (splitting Eg P a b)) 0)⁻¹

/-- The Kane energy `Ep = 2P²`. -/
def kaneEnergy (P : ℝ) : ℝ := 2 * P ^ 2

/-- With free-electron kinetic terms in both bands, the Hamiltonian is `k²/2` times the
identity plus the matrix of gap and coupling. -/
theorem kane_free_electron (Eg P k : ℝ) :
    kane Eg P 1 1 k = (k ^ 2 / 2) • (1 : Matrix (Fin 2) (Fin 2) ℝ)
      + !![Eg, P * k; P * k, 0] := by
  ext i j
  fin_cases i <;> fin_cases j <;> simp [kane]
  ring

/-- The energy levels of the Kane Hamiltonian are exactly the upper and lower band energies. -/
theorem isLevel_iff (Eg P a b k E : ℝ) :
    IsLevel (kane Eg P a b k) E ↔ E = upper Eg P a b k ∨ E = lower Eg P a b k := by
  have hlev : IsLevel (kane Eg P a b k) E ↔
      (kane Eg P a b k - E • (1 : Matrix (Fin 2) (Fin 2) ℝ)).det = 0 := by
    rw [← Matrix.exists_mulVec_eq_zero_iff]
    simp only [IsLevel, Matrix.sub_mulVec, Matrix.smul_mulVec, Matrix.one_mulVec, sub_eq_zero]
  have hdet : (kane Eg P a b k - E • (1 : Matrix (Fin 2) (Fin 2) ℝ)).det =
      (Eg + a * k ^ 2 / 2 - E) * (b * k ^ 2 / 2 - E) - P * k * (P * k) := by
    simp [Matrix.det_fin_two, kane]
  -- the characteristic determinant factors over the two bands
  have hfac : (Eg + a * k ^ 2 / 2 - E) * (b * k ^ 2 / 2 - E) - P * k * (P * k) =
      (E - upper Eg P a b k) * (E - lower Eg P a b k) := by
    have hpos : 0 ≤ disc Eg P a b k := by unfold disc; positivity
    have hs := Real.sq_sqrt hpos
    unfold upper lower
    generalize √(disc Eg P a b k) = s at hs ⊢
    unfold disc at hs
    linear_combination (1 / 4) * hs
  rw [hlev, hdet, hfac, mul_eq_zero, sub_eq_zero, sub_eq_zero]

/-- When both bands have the same kinetic term, the splitting is `√(Eg² + 4P²k²)`. -/
theorem splitting_eq_sqrt (Eg P a k : ℝ) :
    splitting Eg P a a k = √(Eg ^ 2 + 4 * P ^ 2 * k ^ 2) := by
  have h : disc Eg P a a k = Eg ^ 2 + 4 * P ^ 2 * k ^ 2 := by unfold disc; ring
  unfold splitting upper lower
  rw [h]
  ring

/-- Curvature of `√f` at `k = 0`, where `f` is positive and stationary: it is
`f''(0) / (2√f(0))`. -/
theorem sqrt_curvature {f f' : ℝ → ℝ} {c : ℝ} (hf : ∀ k, HasDerivAt f (f' k) k)
    (hf' : HasDerivAt f' c 0) (h0 : f' 0 = 0) (hpos : 0 < f 0) :
    deriv (deriv fun k => √(f k)) 0 = c / (2 * √(f 0)) := by
  -- near the origin f stays positive, so the chain rule applies there
  have hev : (deriv fun k => √(f k)) =ᶠ[𝓝 0] fun k => f' k / (2 * √(f k)) := by
    filter_upwards [(hf 0).continuousAt.eventually (lt_mem_nhds hpos)] with k hk
    exact ((hf k).sqrt hk.ne').deriv
  have hs : HasDerivAt (fun k => 2 * √(f k)) (2 * (f' 0 / (2 * √(f 0)))) 0 :=
    ((hf 0).sqrt hpos.ne').const_mul 2
  have h2 : 2 * √(f 0) ≠ 0 := mul_ne_zero two_ne_zero (Real.sqrt_pos.mpr hpos).ne'
  have hq : HasDerivAt (fun k => f' k / (2 * √(f k))) (c / (2 * √(f 0))) 0 := by
    refine (hf'.fun_div hs h2).congr_deriv ?_
    simp only [h0, zero_mul, sub_zero, pow_two]
    exact mul_div_mul_right _ _ h2
  rw [hev.deriv_eq, hq.deriv]

/-- For a gap `Eg > 0`, the second derivative of the splitting at `k = 0` is `a - b + 4P²/Eg`. -/
theorem splitting_curvature {Eg : ℝ} (hE : 0 < Eg) (P a b : ℝ) :
    deriv (deriv (splitting Eg P a b)) 0 = a - b + 4 * P ^ 2 / Eg := by
  have key : ∀ B C : ℝ,
      deriv (deriv fun k : ℝ => √(Eg ^ 2 + (B * k ^ 2 + C * k ^ 4))) 0 = B / Eg := by
    intro B C
    have hf : ∀ k : ℝ, HasDerivAt (fun k : ℝ => Eg ^ 2 + (B * k ^ 2 + C * k ^ 4))
        ((fun k : ℝ => B * (2 * k) + C * (4 * k ^ 3)) k) k := by
      intro k
      have h := (((hasDerivAt_pow 2 k).const_mul B).fun_add
        ((hasDerivAt_pow 4 k).const_mul C)).const_add (Eg ^ 2)
      exact h.congr_deriv (by norm_num)
    have hf' : HasDerivAt (fun k : ℝ => B * (2 * k) + C * (4 * k ^ 3)) (2 * B) 0 := by
      have h := (((hasDerivAt_id' (0 : ℝ)).const_mul 2).const_mul B).fun_add
        (((hasDerivAt_pow 3 (0 : ℝ)).const_mul 4).const_mul C)
      exact h.congr_deriv (by norm_num; ring)
    have hz : Eg ^ 2 + (B * (0 : ℝ) ^ 2 + C * (0 : ℝ) ^ 4) = Eg ^ 2 := by ring
    have h := sqrt_curvature hf hf' (by ring) (by rw [hz]; positivity)
    beta_reduce at h
    rw [h, hz, Real.sqrt_sq hE.le]
    exact mul_div_mul_left _ _ two_ne_zero
  -- expand the splitting in powers of k under the root
  have hS : splitting Eg P a b = fun k => √(Eg ^ 2 +
      ((Eg * (a - b) + 4 * P ^ 2) * k ^ 2 + ((a - b) ^ 2 / 4) * k ^ 4)) := by
    funext k
    have h : disc Eg P a b k = Eg ^ 2 +
        ((Eg * (a - b) + 4 * P ^ 2) * k ^ 2 + ((a - b) ^ 2 / 4) * k ^ 4) := by
      unfold disc; ring
    unfold splitting upper lower
    rw [h]
    ring
  rw [hS, key, add_div, mul_div_cancel_left₀ _ hE.ne']

/-- Universal ratio: when both bands have the same kinetic term, `Ep mr / Eg = 1/2` for every
gap `Eg > 0` and every nonzero coupling `P`. -/
theorem universal_ratio {Eg P : ℝ} (hE : 0 < Eg) (hP : P ≠ 0) (a : ℝ) :
    kaneEnergy P * reducedMass Eg P a a / Eg = 1 / 2 := by
  have hE' := hE.ne'
  unfold reducedMass kaneEnergy
  rw [splitting_curvature hE, sub_self, zero_add, inv_div]
  field_simp
  norm_num

/-- For `Eg > 0`, if `mr` times the second derivative of the splitting at `k = 0` is 1, then `Ep mr
/ Eg = 1/2 - mr (a - b)/2`. -/
theorem ratio_deviation {Eg P a b mr : ℝ} (hE : 0 < Eg)
    (hm : mr * deriv (deriv (splitting Eg P a b)) 0 = 1) :
    kaneEnergy P * mr / Eg = 1 / 2 - mr * (a - b) / 2 := by
  rw [splitting_curvature hE] at hm
  unfold kaneEnergy
  linear_combination (1 / 2) * hm

/-- For `Eg > 0`, if `mr` times the second derivative of the splitting at `k = 0` is 1, then `Ep mr
/ Eg` equals `1/2` exactly when the two bands have the same kinetic term. -/
theorem ratio_eq_half_iff {Eg P a b mr : ℝ} (hE : 0 < Eg)
    (hm : mr * deriv (deriv (splitting Eg P a b)) 0 = 1) :
    kaneEnergy P * mr / Eg = 1 / 2 ↔ a = b := by
  have hmr : mr ≠ 0 := left_ne_zero_of_mul_eq_one hm
  rw [ratio_deviation hE hm]
  constructor
  · intro h
    have h0 : mr * (a - b) = 0 := by linarith
    exact sub_eq_zero.mp ((mul_eq_zero.mp h0).resolve_left hmr)
  · intro h
    rw [h]
    ring

end

end KaneReducedMass
```

```lean
#print axioms KaneReducedMass.kane_free_electron
-- 'KaneReducedMass.kane_free_electron' depends on axioms: [propext, Classical.choice, Quot.sound]
#print axioms KaneReducedMass.splitting_eq_sqrt
-- 'KaneReducedMass.splitting_eq_sqrt' depends on axioms: [propext, Classical.choice, Quot.sound]
#print axioms KaneReducedMass.universal_ratio
-- 'KaneReducedMass.universal_ratio' depends on axioms: [propext, Classical.choice, Quot.sound]
#print axioms KaneReducedMass.ratio_eq_half_iff
-- 'KaneReducedMass.ratio_eq_half_iff' depends on axioms: [propext, Classical.choice, Quot.sound]
```

## What the Lean statements say about the bands

`kane` is the real symmetric matrix with general $a$ and $b$, and `kane_free_electron` identifies the case $a=b=1$ with your matrix. `IsLevel` says that $E$ has a nonzero eigenvector. By `isLevel_iff`, the levels are exactly the values `upper` and `lower`, so the square-root formulas are derived from the eigenvalue problem.

`splitting` is the vertical energy difference at one $k$, and `reducedMass` is the inverse of its second derivative at zero. `universal_ratio` assumes a positive gap and a nonzero coupling, and allows any common kinetic coefficient $a$. Positivity matters for the curvature: with equal kinetic terms and a closed gap, the splitting is $2|Pk|$, which has a kink at the origin.

`ratio_deviation` and `ratio_eq_half_iff` take a number `mr` whose product with the curvature is 1. This hypothesis says that the curvature is nonzero and `mr` is its inverse; it permits a negative reduced mass. The coefficients $a$ and $b$ are given numbers that stand for free-electron and remote-band contributions, and they are not computed from other bands.

The model has one wave-number component and two bands, coupled by $P$, for non-interacting electrons. It leaves out spin-orbit coupling, valence-band degeneracy, excitons and the confinement potential of a quantum well. The material-independent value $1/2$ is proved here for this model with equal kinetic terms, and not for real materials in general.

## From the determinant to the curvature

In `isLevel_iff`, the eigenvector equation becomes a vanishing determinant, which `hfac` factors as $(E-E_+)(E-E_-)$. The factorisation uses the fact that the square of $\sqrt D$ is $D$, supplied by `Real.sq_sqrt` and used by `linear_combination`. `splitting_eq_sqrt` then subtracts the bands for equal kinetic terms.

`sqrt_curvature` carries out the differentiation for a general $f$ that is positive and stationary at zero. Continuity keeps $f$ positive nearby, so the formula for the first derivative holds on a neighbourhood of the origin, which is enough to differentiate again there. The quotient rule produces two terms, and `h0` removes the one containing $f'(0)$.

`splitting_curvature` applies this to $E_g^2+Bk^2+Ck^4$, whose square root has curvature $B/E_g$. The step `hS` writes the splitting in that form with $B=E_g(a-b)+4P^2$. `universal_ratio` substitutes the result, `ratio_deviation` takes half of the equation defining `mr`, and `ratio_eq_half_iff` uses $m_r\neq0$ to conclude $a=b$.

## Setting the coupling in a k·p calculation

In a two-band, non-interacting k·p calculation with equal kinetic terms, the gap and reduced mass fix the coupling up to sign through $P^2=E_g/(4m_r)$. With unequal terms, the relation is $4P^2=E_g(1/m_r-a+b)$, provided the right-hand side is nonnegative. To test an implementation, diagonalise at a small $k=h$ and compare $2[S(h)-E_g]/h^2$ with $1/m_r$. For equal kinetic terms the leading relative error is $-P^2h^2/E_g^2$, so $h$ should be small compared with $E_g/|P|$, but not so small that rounding dominates the subtraction.

## Defining the reduced mass from two band masses

Another definition starts from an electron mass and a hole mass, with $1/m_r=1/m_e+1/m_h$. Here $1/m_e=a+2P^2/E_g$ and $1/m_h=2P^2/E_g-b$, and their sum is the same curvature. That version would show each band's contribution, but it would need both band curvatures to be nonzero. For example, at $b=2P^2/E_g$ the lower band has zero curvature and no finite hole mass, although the splitting can still have a perfectly good reduced mass.
